# A pure state whose spin-free density matrix satisfies $D^2=2D$ is a singlet

## Operators, density matrix and spin

Let $p,q,r$ label a finite set of orthonormal spatial orbitals, and let $\sigma,\tau\in\{\uparrow,\downarrow\}$ label spin. The operator $a_{p\sigma}$ removes an electron from a spin orbital. Its adjoint $c_{p\sigma}$, written $a^\dagger_{p\sigma}$ in most textbooks, adds one. They satisfy

$$a_{p\sigma}c_{q\tau}+c_{q\tau}a_{p\sigma}=\delta_{pq}\delta_{\sigma\tau}.$$

The inner product is conjugate-linear in its first argument, and $\hbar=1$. For a unit vector $v$, the spin-free density matrix is

$$D_{pq}=\langle v,E_{pq}v\rangle,\qquad E_{pq}=c_{p\uparrow}a_{q\uparrow}+c_{p\downarrow}a_{q\downarrow}.$$

With $T_{\sigma\tau}=\sum_p c_{p\sigma}a_{p\tau}$, the spin operators are $S_+=T_{\uparrow\downarrow}$, $S_-=T_{\downarrow\uparrow}$ and $S_z=\tfrac12(T_{\uparrow\uparrow}-T_{\downarrow\downarrow})$.

## What a spin-summed matrix can say about spin

In general $D$ does not determine the spin. Two electrons in two different orbitals have $D=\mathrm{diag}(1,1)$ both as a triplet and as an open-shell singlet. The situation changes when $D^2=2D$, which means that every natural occupation number is 0 or 2. Then

$$S_+v=S_-v=S_zv=0.$$

In restricted Hartree–Fock theory with a finite orthonormal basis, the closed-shell density matrix satisfies this condition. In the Fock space of the chosen orbitals, closed-shell determinants (the empty state included) are the only pure states that do, because each natural orbital is then either empty or holds a pair. A correlated state, which is not a single determinant, therefore fails the condition. The Lean theorem doesn't include this stronger statement. The proof below obtains zero spin directly from $D^2=2D$, without constructing the determinant.

## Two sets of vanishing combinations

Moving $c_{p\sigma}$ to the left side of the inner product gives

$$D_{pq}=\sum_\sigma\langle a_{p\sigma}v,a_{q\sigma}v\rangle.$$

For added electrons, the anticommutator and $\|v\|=1$ give

$$\sum_\sigma\langle c_{q\sigma}v,c_{r\sigma}v\rangle=\sum_\sigma\bigl(\delta_{qr}-\langle v,c_{r\sigma}a_{q\sigma}v\rangle\bigr)=2\delta_{qr}-D_{rq}.$$

Both are spin-summed overlap matrices of the form $G_{qr}=\sum_\sigma\langle x_{q\sigma},x_{r\sigma}\rangle$. If $\sum_rG_{qr}N_r=0$ for all $q$, multiply by $\overline{N_q}$ and sum over $q$:

$$\sum_\sigma\Bigl\|\sum_rN_rx_{r\sigma}\Bigr\|^2=0.$$

Each term is non-negative, so the combination vanishes for each spin separately.

First take $G=D$ and $N_r=D_{rp}-2\delta_{rp}$. Then $\sum_rD_{qr}N_r=(D^2-2D)_{qp}=0$, hence

$$\sum_rD_{rp}\,a_{r\sigma}v=2a_{p\sigma}v.\tag{1}$$

Next take $G_{qr}=2\delta_{qr}-D_{rq}$ and $N_r=D_{pr}$. Then $\sum_rG_{qr}N_r=(2D-D^2)_{pq}=0$, hence

$$\sum_rD_{pr}\,c_{r\sigma}v=0.\tag{2}$$

## From these relations to zero spin

Insert (1) into $2T_{\sigma\tau}v$ and anticommute:

$$\begin{aligned}
2T_{\sigma\tau}v&=\sum_{p,r}D_{rp}\,c_{p\sigma}a_{r\tau}v\\
&=\sum_{p,r}D_{rp}\,\delta_{rp}\delta_{\sigma\tau}v-\sum_ra_{r\tau}\Bigl(\sum_pD_{rp}c_{p\sigma}v\Bigr)\\
&=\delta_{\sigma\tau}(\operatorname{tr}D)\,v.
\end{aligned}$$

The bracket vanishes by (2). Thus $T_{\sigma\tau}v=\delta_{\sigma\tau}\tfrac12(\operatorname{tr}D)v$. The unequal-spin cases give $S_+v=S_-v=0$, and the two equal-spin cases cancel in $S_zv$.

## One orbital

For a single orbital, $D$ is one number, the mean occupation $n$, and $n^2=2n$ leaves $n=0$ or $n=2$. In the four-dimensional Fock space of that orbital, the first value forces the empty state and the second the electron pair, up to a phase. Both are singlets. A single electron has $n=1$ and fails the condition.

This case also shows the role of normalisation. With no condition on the norm the conclusion fails: $\sqrt2$ times the one-electron state with spin up has $D=2$, but $S_-$ does not annihilate it.

## The theorem in Lean

In `singlet_of_idempotent`, `V` is any complex inner-product space, `ι` is the finite orbital set, and `c` and `a` assign a linear operator on all of `V` to each orbital and spin. The hypothesis `hv` is $\|v\|=1$, and `hD` is $D^2=2D$ as a matrix equation. The conclusion is the conjunction of the three spin equations.

The name `IsFermionic` stands for less than the full canonical relations: it contains adjointness and the mixed anticommutator, but not $\{a,a\}=0$. The theorem therefore holds under weaker assumptions than a physicist would make. The Kronecker deltas express orthonormality of the orbitals, so an overlapping atomic-orbital basis must first be orthogonalised.

The equality in `hD` is exact, with no estimate for a nearly idempotent matrix. The user must also supply the link between a computed matrix and the state of interest. A closed-shell Kohn–Sham density matrix, for example, belongs to the non-interacting reference determinant, and the theorem then speaks about that determinant rather than the interacting ground state.

```lean
import Mathlib

open scoped InnerProductSpace ComplexConjugate
open Matrix

namespace SpinFreeIdempotency

noncomputable section

/-- The two spin projections of an electron. -/
inductive Spin
  | up
  | down
  deriving DecidableEq

variable {V : Type*} [NormedAddCommGroup V] [InnerProductSpace ℂ V]

/-- If `G` is the sum of the Gram matrices of two families of vectors and `G N = 0`, then the
combination with coefficients `N` vanishes in each family. -/
theorem null_combination {ι : Type*} [Fintype ι] (x y : ι → V) (G : ι → ι → ℂ) (N : ι → ℂ)
    (hG : ∀ q r, G q r = ⟪x q, x r⟫_ℂ + ⟪y q, y r⟫_ℂ)
    (hN : ∀ q, ∑ r, G q r * N r = 0) :
    ∑ r, N r • x r = 0 ∧ ∑ r, N r • y r = 0 := by
  have h1 : ∀ q, ⟪x q, ∑ r, N r • x r⟫_ℂ + ⟪y q, ∑ r, N r • y r⟫_ℂ = 0 := by
    intro q
    rw [← hN q, inner_sum, inner_sum, ← Finset.sum_add_distrib]
    refine Finset.sum_congr rfl fun r _ => ?_
    rw [hG, inner_smul_right, inner_smul_right]
    ring
  have key : ∀ (z : ι → V) (Z : V),
      ⟪∑ r, N r • z r, Z⟫_ℂ = ∑ r, conj (N r) * ⟪z r, Z⟫_ℂ := by
    intro z Z
    simp only [sum_inner, inner_smul_left]
  -- the two squared norms add up to zero
  have h2 : ⟪∑ r, N r • x r, ∑ r, N r • x r⟫_ℂ
      + ⟪∑ r, N r • y r, ∑ r, N r • y r⟫_ℂ = 0 := by
    rw [key x, key y, ← Finset.sum_add_distrib]
    refine Finset.sum_eq_zero fun q _ => ?_
    rw [← mul_add, h1 q, mul_zero]
  have hn : ∀ z : V, (⟪z, z⟫_ℂ).re = ‖z‖ ^ 2 := fun z => inner_self_eq_norm_sq (𝕜 := ℂ) z
  have h3 := congrArg Complex.re h2
  rw [Complex.add_re, hn, hn, Complex.zero_re] at h3
  constructor
  · exact norm_eq_zero.mp (by nlinarith [sq_nonneg ‖∑ r, N r • x r‖, sq_nonneg ‖∑ r, N r • y r‖])
  · exact norm_eq_zero.mp (by nlinarith [sq_nonneg ‖∑ r, N r • x r‖, sq_nonneg ‖∑ r, N r • y r‖])

variable {ι : Type*} [DecidableEq ι]

/-- Creation operators `c` and annihilation operators `a` of spin orbitals: `c` is adjoint to `a`,
and the anticommutator of `a` with `c` is canonical. -/
structure IsFermionic (c a : ι → Spin → Module.End ℂ V) : Prop where
  adjoint : ∀ p σ x y, ⟪c p σ x, y⟫_ℂ = ⟪x, a p σ y⟫_ℂ
  anticomm : ∀ p q σ τ, a p σ * c q τ + c q τ * a p σ = if p = q ∧ σ = τ then 1 else 0

/-- The spin-free excitation operator `E_pq`, summed over both spins. -/
def excitation (c a : ι → Spin → Module.End ℂ V) (p q : ι) : Module.End ℂ V :=
  c p .up * a q .up + c p .down * a q .down

/-- The spin-free one-particle density matrix `D_pq = ⟨v, E_pq v⟩`. -/
def density (c a : ι → Spin → Module.End ℂ V) (v : V) : Matrix ι ι ℂ :=
  Matrix.of fun p q => ⟪v, excitation c a p q v⟫_ℂ

/-- The one-electron operator `∑ₚ c_pσ a_pτ`. Its term `p` replaces an electron of spin `τ` in
orbital `p` by one of spin `σ`. -/
def spinTransfer [Fintype ι] (c a : ι → Spin → Module.End ℂ V) (σ τ : Spin) : Module.End ℂ V :=
  ∑ p, c p σ * a p τ

/-- The spin raising operator `S+`. -/
def sPlus [Fintype ι] (c a : ι → Spin → Module.End ℂ V) : Module.End ℂ V :=
  spinTransfer c a .up .down

/-- The spin lowering operator `S-`. -/
def sMinus [Fintype ι] (c a : ι → Spin → Module.End ℂ V) : Module.End ℂ V :=
  spinTransfer c a .down .up

/-- The spin projection `Sz`, half the difference of the two spin populations. -/
def sZ [Fintype ι] (c a : ι → Spin → Module.End ℂ V) : Module.End ℂ V :=
  (1 / 2 : ℂ) • (spinTransfer c a .up .up - spinTransfer c a .down .down)

variable {c a : ι → Spin → Module.End ℂ V} {v : V}

/-- The canonical anticommutator of `a` with `c`, applied to a state. -/
theorem anticomm_apply (h : IsFermionic c a) (p q : ι) (σ τ : Spin) (v : V) :
    a p σ (c q τ v) + c q τ (a p σ v) = if p = q ∧ σ = τ then v else 0 := by
  have e := LinearMap.congr_fun (h.anticomm p q σ τ) v
  by_cases hh : p = q ∧ σ = τ
  · rw [if_pos hh] at e ⊢
    exact e
  · rw [if_neg hh] at e ⊢
    exact e

/-- `D` is the spin-summed overlap matrix of the states with one electron removed. -/
theorem density_eq_overlap (h : IsFermionic c a) (p q : ι) :
    density c a v p q = ⟪a p .up v, a q .up v⟫_ℂ + ⟪a p .down v, a q .down v⟫_ℂ := by
  have adj : ∀ σ x, ⟪v, c p σ x⟫_ℂ = ⟪a p σ v, x⟫_ℂ := by
    intro σ x
    rw [← inner_conj_symm, h.adjoint, inner_conj_symm]
  simp only [density, excitation, Matrix.of_apply, LinearMap.add_apply, Module.End.mul_apply,
    inner_add_right, adj]

/-- For a unit state, `2 - Dᵀ` is the spin-summed overlap matrix of the states with one electron
added. -/
theorem hole_overlap (h : IsFermionic c a) (hv : ‖v‖ = 1) (q r : ι) :
    (if q = r then 2 else 0) - density c a v r q
      = ⟪c q .up v, c r .up v⟫_ℂ + ⟪c q .down v, c r .down v⟫_ℂ := by
  have one : ∀ σ, ⟪c q σ v, c r σ v⟫_ℂ
      = (if q = r then 1 else 0) - ⟪v, c r σ (a q σ v)⟫_ℂ := by
    intro σ
    rw [h.adjoint, eq_sub_iff_add_eq, ← inner_add_right, anticomm_apply h]
    by_cases e : q = r <;> simp [e, inner_self_eq_norm_sq_to_K, hv]
  rw [one, one]
  simp only [density, excitation, Matrix.of_apply, LinearMap.add_apply, Module.End.mul_apply,
    inner_add_right]
  split_ifs <;> ring

variable [Fintype ι]

/-- `D² = 2D` holds exactly when `∑ᵣ D_rp a_rσ v = 2 a_pσ v` for every orbital and spin. -/
theorem idempotent_iff (h : IsFermionic c a) :
    density c a v * density c a v = (2 : ℂ) • density c a v ↔
      ∀ p σ, ∑ r, density c a v r p • a r σ v = (2 : ℂ) • a p σ v := by
  constructor
  · intro hD p σ
    have hn := null_combination (fun r => a r .up v) (fun r => a r .down v) (density c a v)
      (fun r => density c a v r p - if r = p then 2 else 0)
      (fun q r => density_eq_overlap h q r) (by
        intro q
        have e := congrFun (congrFun hD q) p
        rw [Matrix.mul_apply, Matrix.smul_apply, smul_eq_mul] at e
        simp only [mul_sub, Finset.sum_sub_distrib, mul_ite, mul_zero, Finset.sum_ite_eq',
          Finset.mem_univ, if_true]
        linear_combination e)
    simp only [sub_smul, ite_smul, zero_smul, Finset.sum_sub_distrib, Finset.sum_ite_eq',
      Finset.mem_univ, if_true, sub_eq_zero] at hn
    cases σ
    · exact hn.1
    · exact hn.2
  · intro H
    ext q p
    have e1 := congrArg (fun x => ⟪a q .up v, x⟫_ℂ) (H p .up)
    have e2 := congrArg (fun x => ⟪a q .down v, x⟫_ℂ) (H p .down)
    simp only [inner_sum, inner_smul_right] at e1 e2
    rw [Matrix.mul_apply, Matrix.smul_apply, smul_eq_mul, density_eq_overlap h q p, mul_add,
      ← e1, ← e2, ← Finset.sum_add_distrib]
    refine Finset.sum_congr rfl fun r _ => ?_
    rw [density_eq_overlap h q r]
    ring

/-- If `D² = 2D` for a unit state, then `∑ᵣ D_pr c_rσ v = 0` for every orbital and spin. -/
theorem creation_blocked (h : IsFermionic c a) (hv : ‖v‖ = 1)
    (hD : density c a v * density c a v = (2 : ℂ) • density c a v) (p : ι) (σ : Spin) :
    ∑ r, density c a v p r • c r σ v = 0 := by
  have hn := null_combination (fun r => c r .up v) (fun r => c r .down v)
    (fun q r => (if q = r then 2 else 0) - density c a v r q) (fun r => density c a v p r)
    (fun q r => hole_overlap h hv q r) (by
      intro q
      have e := congrFun (congrFun hD p) q
      rw [Matrix.mul_apply, Matrix.smul_apply, smul_eq_mul] at e
      have e2 : ∑ r, density c a v r q * density c a v p r
          = ∑ r, density c a v p r * density c a v r q :=
        Finset.sum_congr rfl fun r _ => mul_comm _ _
      simp only [sub_mul, Finset.sum_sub_distrib, ite_mul, zero_mul, Finset.sum_ite_eq,
        Finset.mem_univ, if_true]
      rw [e2]
      linear_combination -e)
  cases σ
  · exact hn.1
  · exact hn.2

/-- If `D² = 2D` for a unit state `v`, then `∑ₚ c_pσ a_pτ v` is `(tr D / 2) v` for equal spins
and zero for opposite spins. -/
theorem spinTransfer_apply (h : IsFermionic c a) (hv : ‖v‖ = 1)
    (hD : density c a v * density c a v = (2 : ℂ) • density c a v) (σ τ : Spin) :
    spinTransfer c a σ τ v = if σ = τ then ((density c a v).trace / 2) • v else 0 := by
  have h2 : (2 : ℂ) • spinTransfer c a σ τ v
      = if σ = τ then (density c a v).trace • v else 0 := by
    have hs : ∑ r, a r τ (∑ p, density c a v r p • c p σ v)
        = ∑ p, ∑ r, density c a v r p • a r τ (c p σ v) := by
      simp only [map_sum, map_smul]
      exact Finset.sum_comm
    calc (2 : ℂ) • spinTransfer c a σ τ v = ∑ p, c p σ ((2 : ℂ) • a p τ v) := by
          simp only [spinTransfer, LinearMap.sum_apply, Module.End.mul_apply, Finset.smul_sum,
            map_smul]
      _ = ∑ p, ∑ r, density c a v r p • c p σ (a r τ v) := by
          refine Finset.sum_congr rfl fun p _ => ?_
          rw [← (idempotent_iff h).mp hD p τ, map_sum]
          simp only [map_smul]
      -- move the annihilator to the left
      _ = ∑ p, ∑ r, density c a v r p • (if r = p ∧ τ = σ then v else 0)
          - ∑ r, a r τ (∑ p, density c a v r p • c p σ v) := by
          rw [hs, ← Finset.sum_sub_distrib]
          refine Finset.sum_congr rfl fun p _ => ?_
          rw [← Finset.sum_sub_distrib]
          refine Finset.sum_congr rfl fun r _ => ?_
          rw [← smul_sub, ← anticomm_apply h r p τ σ v, add_sub_cancel_left]
      _ = if σ = τ then (density c a v).trace • v else 0 := by
          simp only [creation_blocked h hv hD, map_zero, Finset.sum_const_zero, sub_zero]
          by_cases e : σ = τ
          · subst e
            simp [Matrix.trace, Finset.sum_smul]
          · simp [e, Ne.symm e]
  have h3 : spinTransfer c a σ τ v = (1 / 2 : ℂ) • ((2 : ℂ) • spinTransfer c a σ τ v) := by
    module
  rw [h3, h2]
  split_ifs
  · module
  · exact smul_zero _

/-- If the spin-free density matrix of a unit state satisfies `D² = 2D`, then `S+`, `S-` and `Sz`
all annihilate the state: it is a singlet. -/
theorem singlet_of_idempotent (h : IsFermionic c a) (hv : ‖v‖ = 1)
    (hD : density c a v * density c a v = (2 : ℂ) • density c a v) :
    sPlus c a v = 0 ∧ sMinus c a v = 0 ∧ sZ c a v = 0 := by
  refine ⟨?_, ?_, ?_⟩
  · simp [sPlus, spinTransfer_apply h hv hD]
  · simp [sMinus, spinTransfer_apply h hv hD]
  · simp [sZ, spinTransfer_apply h hv hD]

/-- The operator on four-dimensional Fock space given by a matrix. -/
def op (M : Matrix (Fin 4) (Fin 4) ℂ) : Module.End ℂ (EuclideanSpace ℂ (Fin 4)) where
  toFun x := WithLp.toLp 2 (M *ᵥ x.ofLp)
  map_add' x y := by simp [Matrix.mulVec_add]
  map_smul' k x := by simp [Matrix.mulVec_smul]

/-- Annihilation matrices of one orbital in the basis empty, up, down, doubly occupied. -/
def lower : Spin → Matrix (Fin 4) (Fin 4) ℂ
  | .up => !![0, 1, 0, 0; 0, 0, 0, 0; 0, 0, 0, 1; 0, 0, 0, 0]
  | .down => !![0, 0, 1, 0; 0, 0, 0, -1; 0, 0, 0, 0; 0, 0, 0, 0]

/-- Annihilation operators of a single orbital. -/
def pairA (_ : Unit) (σ : Spin) : Module.End ℂ (EuclideanSpace ℂ (Fin 4)) := op (lower σ)

/-- Creation operators of a single orbital. -/
def pairC (_ : Unit) (σ : Spin) : Module.End ℂ (EuclideanSpace ℂ (Fin 4)) := op (lower σ)ᵀ

/-- The doubly occupied orbital. -/
def pairState : EuclideanSpace ℂ (Fin 4) := !₂[0, 0, 0, 1]

/-- The doubly occupied orbital is a unit state with `D = 2` and `D² = 2D`, for operators that
satisfy the adjointness and anticommutation relations, also between two annihilators. -/
theorem singlet_of_idempotent_witness :
    IsFermionic pairC pairA ∧
    (∀ σ τ, pairA () σ * pairA () τ + pairA () τ * pairA () σ = 0) ∧
    ‖pairState‖ = 1 ∧ density pairC pairA pairState () () = 2 ∧
    density pairC pairA pairState * density pairC pairA pairState
      = (2 : ℂ) • density pairC pairA pairState := by
  have hd : density pairC pairA pairState () () = 2 := by
    simp [density, excitation, pairC, pairA, pairState, op, lower, PiLp.inner_apply,
      Matrix.mulVec, dotProduct, Fin.sum_univ_four, one_add_one_eq_two]
  refine ⟨⟨?_, ?_⟩, ?_, ?_, hd, ?_⟩
  · intro p σ x y
    cases σ <;> simp [pairC, pairA, op, lower, PiLp.inner_apply, Matrix.mulVec, dotProduct,
      Fin.sum_univ_four]
  · intro p q σ τ
    refine LinearMap.ext fun x => ?_
    ext i
    cases σ <;> cases τ <;> fin_cases i <;>
      simp [pairC, pairA, op, lower, Matrix.mulVec, dotProduct, Fin.sum_univ_four]
  · intro σ τ
    refine LinearMap.ext fun x => ?_
    ext i
    cases σ <;> cases τ <;> fin_cases i <;>
      simp [pairA, op, lower, dotProduct, Fin.sum_univ_four]
  · simp [pairState, EuclideanSpace.norm_eq, Fin.sum_univ_four]
  · ext i j
    cases i
    cases j
    simp [Matrix.mul_apply, hd]

end

end SpinFreeIdempotency
```

```lean
#print axioms SpinFreeIdempotency.singlet_of_idempotent
```

```
'SpinFreeIdempotency.singlet_of_idempotent' depends on axioms: [propext, Classical.choice, Quot.sound]
```

## How the lemmas fit together

`null_combination` is the kernel argument for spin-summed overlap matrices, with `x` and `y` as the two spin families. `density_eq_overlap` and `hole_overlap` identify the two matrices to which it applies; only the second uses the unit norm directly. `anticomm_apply` turns the operator relation into one between vectors.

The forward half of `idempotent_iff` is relation (1). Its `linear_combination e` step checks that the chosen coefficients lie in the kernel, where `e` is one entry of $D^2=2D$. The reverse half takes inner products of (1) with $a_{q\sigma}v$ and adds the spins, so (1) is equivalent to $D^2=2D$. `creation_blocked` is relation (2), obtained in the same way from the second overlap matrix.

The `calc` block in `spinTransfer_apply` follows the last derivation line by line: it inserts (1), moves the annihilator to the left, and removes the remaining sum with (2). It computes $2T_{\sigma\tau}v$, and the factor is divided out afterwards. `singlet_of_idempotent` then substitutes the spin labels.

`singlet_of_idempotent_witness` supplies explicit $4\times4$ matrices for one orbital holding a pair. It verifies the hypotheses, the value $D=2$ and also $\{a,a\}=0$.

## From a complex equation to two zero norms

The decisive device is in `null_combination`. The equation `h2` says that two complex inner products add up to zero. For arbitrary complex numbers this would not make either of them vanish, but here each is the inner product of a vector with itself. Applying `congrArg Complex.re` gives an equation between real numbers, and Mathlib's `inner_self_eq_norm_sq` identifies its terms as squared norms:

$$\|X\|^2+\|Y\|^2=0,$$

where $X$ and $Y$ are the combinations for the two spins. `nlinarith`, given that squares are non-negative, derives that each norm is zero, and `norm_eq_zero` returns the vector equations. This is where one spin-summed condition becomes a separate statement for each spin.
